# For a continuous SCF map on a compact space with finitely many fixed points, vanishing steps force convergence

A self-consistent field (SCF) calculation has been running for some time, and the density changes less and less from one iteration to the next. Is it settling down, or drifting slowly without end? Vanishing steps alone do not decide this: the partial sums of 1 + 1/2 + 1/3 + … take ever shorter steps and still travel arbitrarily far. If the update is not known to be a contraction, Banach's theorem does not help either.

Let X be the space of states, with distance d, and let F : X → X be the SCF update. A self-consistent state is a fixed point, F(p) = p. The residual of a state y is d(F(y), y), and the step of a sequence x at iteration n is d(x(n+1), x(n)). In electronic structure, the results below apply to finite-basis models with a compact set of density matrices and a continuous update, such as one with Fermi smearing at a fixed positive temperature. Parts (b) to (e) also assume that there are only finitely many fixed points, which such a model does not guarantee.

```lean
import Mathlib

open Filter Topology

namespace SCFFinitelyManyStates

variable {X : Type*} [MetricSpace X]
```

A plain SCF orbit applies F without mixing: x(n+1) = F(x(n)) for every n, starting at n = 0.

```lean
/-- The sequence `x` is a plain SCF orbit of the update map `F`: each iterate is the
update of the previous one. -/
def IsOrbit (F : X → X) (x : ℕ → X) : Prop := ∀ n, x (n + 1) = F (x n)
```

## (a) A small residual means a nearby fixed point

Let X be compact and F continuous. Show that for every ε > 0 there is a δ > 0 such that, for all y,

d(F(y), y) < δ ⇒ there is a p with F(p) = p and d(y, p) < ε.

**Solution.** Let K be the set of states at distance at least ε from every fixed point. It is an intersection of closed sets, hence closed, and therefore compact. If K is empty, every state lies within ε of a fixed point, and δ = 1 will do.

Otherwise the continuous residual attains its minimum over K at some z. This minimum is positive: if z were a fixed point, membership in K would give 0 = d(z, z) ≥ ε. Take δ = d(F(z), z). A state with a smaller residual is not in K, so it lies within ε of a fixed point.

In Lean, `[CompactSpace X]` and `Continuous F` carry the two assumptions, `hfar` handles states outside `K`, and `exists_isMinOn` supplies z.

```lean
/-- For a continuous update on a compact space, a small enough residual guarantees a
self-consistent state within any prescribed distance `ε > 0`. -/
theorem fixedPoint_near_of_small_residual [CompactSpace X] {F : X → X}
    (hF : Continuous F) {ε : ℝ} (hε : 0 < ε) :
    ∃ δ : ℝ, 0 < δ ∧ ∀ y, dist (F y) y < δ → ∃ p, F p = p ∧ dist y p < ε := by
  -- `K` collects the states far from every fixed point
  let K : Set X := {y | ∀ p, F p = p → ε ≤ dist y p}
  have hK : IsClosed K := by
    have h : K = ⋂ p, ⋂ (_ : F p = p), {y | ε ≤ dist y p} := by
      ext y
      simp [K]
    rw [h]
    exact isClosed_iInter fun p => isClosed_iInter fun _ =>
      isClosed_le continuous_const (continuous_id.dist continuous_const)
  have hfar : ∀ y, y ∉ K → ∃ p, F p = p ∧ dist y p < ε := by
    intro y hy
    by_contra h
    exact hy fun p hp => le_of_not_gt fun hlt => h ⟨p, hp, hlt⟩
  rcases K.eq_empty_or_nonempty with h0 | h0
  · exact ⟨1, one_pos, fun y _ => hfar y (by rw [h0]; exact Set.notMem_empty y)⟩
  · -- the residual attains a positive minimum on `K`
    obtain ⟨z, hz, hmin⟩ :=
      hK.isCompact.exists_isMinOn h0 (hF.dist continuous_id).continuousOn
    refine ⟨dist (F z) z, dist_pos.2 fun h => ?_, fun y hy => hfar y fun hyK => ?_⟩
    · have h1 : ε ≤ dist z z := hz z h
      rw [dist_self] at h1
      linarith
    · have h1 : dist (F z) z ≤ dist (F y) y := hmin hyK
      linarith
```

## (b) Finitely many fixed points keep their distance

Suppose F has finitely many fixed points. Find δ > 0 such that, for all fixed points p and q,

d(p, q) < δ ⇒ p = q.

**Solution.** There are finitely many pairs of distinct fixed points. If there are none, take δ = 1. Otherwise take the smallest distance among these pairs, which is positive; two fixed points closer than that must coincide.

The assumption reads `{p | F p = p}.Finite`. Physically, it excludes continuous families of solutions, such as those generated by rotating a symmetry-broken spin state. Neither compactness nor continuity is needed here. The set `T` in the proof holds the pairs.

```lean
/-- Finitely many self-consistent states are separated by a positive minimal distance. -/
theorem fixedPoints_separated {F : X → X} (hfin : {p | F p = p}.Finite) :
    ∃ δ : ℝ, 0 < δ ∧ ∀ p q, F p = p → F q = q → dist p q < δ → p = q := by
  let T : Set (X × X) := {z | (F z.1 = z.1 ∧ F z.2 = z.2) ∧ z.1 ≠ z.2}
  have hT : T.Finite := (hfin.prod hfin).subset fun z hz => ⟨hz.1.1, hz.1.2⟩
  rcases T.eq_empty_or_nonempty with h0 | h0
  · refine ⟨1, one_pos, fun p q hp hq _ => ?_⟩
    by_contra hne
    have h : (p, q) ∈ T := ⟨⟨hp, hq⟩, hne⟩
    rw [h0] at h
    exact h
  · obtain ⟨z, hz, hmin⟩ := Set.exists_min_image T (fun z => dist z.1 z.2) hT h0
    refine ⟨dist z.1 z.2, dist_pos.2 hz.2, fun p q hp hq hlt => ?_⟩
    by_contra hne
    exact absurd hlt (not_lt_of_ge (hmin (p, q) ⟨⟨hp, hq⟩, hne⟩))
```

## (c) Vanishing residuals and steps give convergence

Let X be compact, F continuous with finitely many fixed points, and x any sequence in X, not necessarily an orbit, with

d(F(x(n)), x(n)) → 0 and d(x(n+1), x(n)) → 0.

Show that there is a p with

F(p) = p and x(n) → p.

**Solution.** Take δ from (b). By (a), there is an N such that for all n ≥ N the state x(n) is within δ/3 of some fixed point and the step is below δ/3. Let p be a fixed point within δ/3 of x(N).

By induction, x(n) stays within δ/3 of p for all n ≥ N. Suppose this holds at n, and let q be a fixed point within δ/3 of x(n+1). Then

d(p, q) ≤ d(p, x(n)) + d(x(n), x(n+1)) + d(x(n+1), q) < δ,

so q = p by (b).

Now let ε > 0. For large n, (a) gives a fixed point q with d(x(n), q) < min(ε, δ/3). Since x(n) is also within δ/3 of p, we have d(p, q) < 2δ/3 < δ. Again q = p, and so d(x(n), p) < ε.

The smallest case is a single fixed point p. Then (a) alone gives convergence from vanishing residuals, and the condition on the steps is not needed. With no fixed point at all, (a) shows that the residuals cannot tend to zero.

In the code, `Tendsto … atTop (𝓝 0)` expresses a limit as n → ∞, `hnear` is the use of (a), and `htrap` is the induction.

```lean
/-- Let a continuous update on a compact space have finitely many fixed points. Any sequence
whose residuals and steps both tend to zero converges to one of them. -/
theorem converges_of_residual_of_step [CompactSpace X] {F : X → X} (hF : Continuous F)
    (hfin : {p | F p = p}.Finite) {x : ℕ → X}
    (hres : Tendsto (fun n => dist (F (x n)) (x n)) atTop (𝓝 0))
    (hstep : Tendsto (fun n => dist (x (n + 1)) (x n)) atTop (𝓝 0)) :
    ∃ p, F p = p ∧ Tendsto x atTop (𝓝 p) := by
  obtain ⟨δ, hδ, hsep⟩ := fixedPoints_separated hfin
  have hδ3 : 0 < δ / 3 := by positivity
  have hnear : ∀ ε : ℝ, 0 < ε → ∀ᶠ n in atTop, ∃ p, F p = p ∧ dist (x n) p < ε := by
    intro ε hε
    obtain ⟨η, hη, h⟩ := fixedPoint_near_of_small_residual hF hε
    exact (hres.eventually_lt_const hη).mono fun n hn => h _ hn
  obtain ⟨N, hN⟩ := eventually_atTop.1
    ((hnear (δ / 3) hδ3).and (hstep.eventually_lt_const hδ3))
  obtain ⟨p, hp, hNp⟩ := (hN N le_rfl).1
  -- short steps cannot jump from one fixed point to another
  have htrap : ∀ n, N ≤ n → dist (x n) p < δ / 3 := by
    intro n hn
    induction n, hn using Nat.le_induction with
    | base => exact hNp
    | succ n hn ih =>
      obtain ⟨q, hq, hnq⟩ := (hN (n + 1) (by omega)).1
      have hs := (hN n hn).2
      have h1 := dist_triangle4 p (x n) (x (n + 1)) q
      rw [dist_comm p (x n), dist_comm (x n) (x (n + 1))] at h1
      rw [hsep p q hp hq (by linarith)]
      exact hnq
  refine ⟨p, hp, Metric.tendsto_nhds.2 fun ε hε => ?_⟩
  filter_upwards [hnear (min ε (δ / 3)) (lt_min hε hδ3), eventually_ge_atTop N] with n hn hnN
  obtain ⟨q, hq, hnq⟩ := hn
  have h1 := dist_triangle_left p q (x n)
  have h2 := htrap n hnN
  have h3 := lt_min_iff.1 hnq
  rw [hsep p q hp hq (by linarith [h3.2])]
  exact h3.1
```

## (d) The plain SCF orbit

Under the same assumptions on X and F, let x be a plain SCF orbit whose steps tend to zero. Show that the whole sequence, not just a subsequence, converges to one self-consistent state.

**Solution.** For an orbit, residual and step are the same number:

d(F(x(n)), x(n)) = d(x(n+1), x(n)).

Both conditions in (c) therefore hold, and (c) gives the limit.

The Lean proof makes this substitution with `hx n`. That the steps vanish is an assumption about the infinite sequence; a small step seen in a finite run does not establish it. The theorem gives no rate, and it does not say which fixed point is reached or whether that state minimises the energy.

```lean
/-- On a compact space, let a continuous update have finitely many fixed points. An SCF orbit
whose steps tend to zero converges as a whole to a single self-consistent state. -/
theorem scf_orbit_converges [CompactSpace X] {F : X → X} (hF : Continuous F)
    (hfin : {p | F p = p}.Finite) {x : ℕ → X} (hx : IsOrbit F x)
    (hstep : Tendsto (fun n => dist (x (n + 1)) (x n)) atTop (𝓝 0)) :
    ∃ p, F p = p ∧ Tendsto x atTop (𝓝 p) :=
  converges_of_residual_of_step hF hfin (hstep.congr fun n => by rw [hx n]) hstep
```

## (e) Linear mixing with varying parameters

Let K be a compact subset of a real normed space V, and let F : K → K be continuous with finitely many fixed points. A sequence in K obeys

x(n+1) = x(n) + α(n) (F(x(n)) − x(n)), with α(n) ≥ a > 0,

and its steps tend to zero. Show that it converges to a fixed point of the unmixed F.

**Solution.** Taking norms in the mixing rule gives

‖x(n+1) − x(n)‖ = α(n) ‖F(x(n)) − x(n)‖ ≥ a ‖F(x(n)) − x(n)‖.

The residual is thus at most the step divided by a, so it tends to zero, and (c) applies.

The lower bound a ensures that short steps reflect small residuals and not mixing that is being switched off. The type `x : ℕ → K` assumes that every iterate stays in K. This is automatic if K is convex and α(n) ≤ 1, but the theorem requires neither. In the proof, `squeeze_zero` carries the bound to the limit.

```lean
/-- Linear mixing on a compact set, for a continuous update with finitely many fixed points:
if the mixing parameters stay above some `a > 0` and the steps tend to zero, the iteration
converges to a fixed point of the unmixed update. -/
theorem linear_mixing_converges {V : Type*} [NormedAddCommGroup V] [NormedSpace ℝ V]
    {K : Set V} (hK : IsCompact K) {F : K → K} (hF : Continuous F)
    (hfin : {p | F p = p}.Finite) {x : ℕ → K} {α : ℕ → ℝ} {a : ℝ} (ha : 0 < a)
    (hα : ∀ n, a ≤ α n)
    (hx : ∀ n, (x (n + 1) : V) = x n + α n • ((F (x n) : V) - x n))
    (hstep : Tendsto (fun n => dist (x (n + 1)) (x n)) atTop (𝓝 0)) :
    ∃ p, F p = p ∧ Tendsto x atTop (𝓝 p) := by
  have : CompactSpace K := isCompact_iff_compactSpace.1 hK
  refine converges_of_residual_of_step hF hfin ?_ hstep
  have h0 : Tendsto (fun n => dist (x (n + 1)) (x n) / a) atTop (𝓝 0) := by
    simpa using hstep.div_const a
  -- the residual is at most the step divided by `a`
  refine squeeze_zero (fun _ => dist_nonneg) (fun n => ?_) h0
  rw [le_div_iff₀ ha, Subtype.dist_eq, Subtype.dist_eq, dist_eq_norm, dist_eq_norm, hx n,
    add_sub_cancel_left, norm_smul, Real.norm_eq_abs, abs_of_pos (ha.trans_le (hα n))]
  have h := mul_le_mul_of_nonneg_right (hα n) (norm_nonneg ((F (x n) : V) - x n))
  linarith
```

## (f) A continuous update on a cylinder

What can happen with infinitely many fixed points? The following example is a mathematical construction, not derived from an electronic-structure model. Take states (t, z) with amplitude t in [0, 1] and phase factor z, a complex number of modulus 1. The distance between two states is the larger of the amplitude difference and the chord length between the phase factors.

```lean
/-- The compact cylinder of pairs (amplitude in `[0,1]`, phase factor). -/
abbrev Cylinder := Set.Icc (0 : ℝ) 1 × Circle
```

The update damps the amplitude and advances the phase:

S(t, z) = (t/(1+t), z · exp(i log(1+t))).

Its fixed points are the states with t = 0, a whole circle.

```lean
/-- An update that damps the amplitude `t` to `t/(1+t)` and advances the phase by
`log (1+t)`. -/
noncomputable def spiral (y : Cylinder) : Cylinder :=
  (⟨(y.1 : ℝ) / (1 + (y.1 : ℝ)), by
    have h : (0 : ℝ) ≤ y.1 := y.1.2.1
    exact ⟨div_nonneg h (by linarith), (div_le_one (by linarith)).2 (by linarith)⟩⟩,
   y.2 * Circle.exp (Real.log (1 + (y.1 : ℝ))))
```

The sequence to be studied is

s(n) = (1/(n+1), exp(i log(n+1))), n = 0, 1, 2, …

```lean
/-- The sequence with amplitude `1/(n+1)` and phase `log (n+1)`. -/
noncomputable def spiralOrbit (n : ℕ) : Cylinder :=
  (⟨1 / ((n : ℝ) + 1), by
    have h : (0 : ℝ) ≤ n := Nat.cast_nonneg n
    exact ⟨by positivity, (div_le_one (by linarith)).2 (by linarith)⟩⟩,
   Circle.exp (Real.log ((n : ℝ) + 1)))
```

Show that

S : [0, 1] × circle → [0, 1] × circle is continuous.

**Solution.** On [0, 1] we have 1 + t ≥ 1, so the quotient and the logarithm are continuous, and so are the exponential and the product of phase factors. The proof assembles the two components in this way, with `hne` recording that 1 + t ≠ 0.

```lean
/-- The spiral update is continuous. -/
theorem spiral_continuous : Continuous spiral := by
  have h0 : Continuous fun y : Cylinder => 1 + (y.1 : ℝ) := by fun_prop
  have hne : ∀ y : Cylinder, 1 + (y.1 : ℝ) ≠ 0 := fun y => by
    have h : (0 : ℝ) ≤ y.1 := y.1.2.1
    exact ne_of_gt (by linarith)
  exact (Continuous.subtype_mk
    ((continuous_subtype_val.comp continuous_fst).div h0 hne) _).prodMk
    (continuous_snd.mul (Circle.exp.continuous.comp (h0.log hne)))
```

## (g) The sequence is an orbit

Show that for every n

s(n+1) = S(s(n)).

**Solution.** Put t = 1/(n+1). The amplitude becomes

t/(1+t) = 1/(n+2),

and the phase becomes

log(n+1) + log(1 + 1/(n+1)) = log(n+2).

These are the amplitude and phase of s(n+1). The two bullets of the Lean proof check the two components.

```lean
/-- The sequence `spiralOrbit` is an SCF orbit of the spiral update. -/
theorem spiralOrbit_isOrbit : IsOrbit spiral spiralOrbit := by
  intro n
  have hn : (n : ℝ) + 1 ≠ 0 := by positivity
  have hn' : 1 + 1 / ((n : ℝ) + 1) ≠ 0 := by positivity
  refine Prod.ext (Subtype.ext ?_) ?_
  · change 1 / (((n + 1 : ℕ) : ℝ) + 1) = 1 / ((n : ℝ) + 1) / (1 + 1 / ((n : ℝ) + 1))
    push_cast
    rw [div_div, mul_add, mul_one_div_cancel hn, mul_one]
  · change Circle.exp (Real.log (((n + 1 : ℕ) : ℝ) + 1)) =
      Circle.exp (Real.log ((n : ℝ) + 1)) * Circle.exp (Real.log (1 + 1 / ((n : ℝ) + 1)))
    push_cast
    rw [← Circle.exp_add, ← Real.log_mul hn hn', mul_add, mul_one_div_cancel hn, mul_one]
```

## (h) Vanishing steps without a limit

Show that

d(s(n+1), s(n)) → 0, but s(n) has no limit.

**Solution.** Since |z e − z| = |e − 1| for phase factors z and e, the step depends only on the amplitude t = 1/(n+1). It is a continuous function of t that vanishes at t = 0, so the steps tend to zero.

Suppose s(n) had a limit with phase factor w. Since log(2n+2) = log 2 + log(n+1), passing from n to 2n+1 multiplies the phase factor by exp(i log 2). In the limit,

w = exp(i log 2) · w,

so exp(i log 2) = 1 and cos(log 2) = 1. But 0 < log 2 ≤ 1 < 2π, a contradiction.

In Lean, `hrot` removes the phase from the step length, `hdouble` is the doubling relation, and `tendsto_nhds_unique` equates the two limits. The space is compact and the update continuous, so the assumption of (d) that fails here is the finiteness of the set of fixed points.

```lean
/-- The steps of `spiralOrbit` tend to zero, yet the sequence has no limit. -/
theorem spiralOrbit_diverges :
    Tendsto (fun n => dist (spiralOrbit (n + 1)) (spiralOrbit n)) atTop (𝓝 0) ∧
      ¬ ∃ p, Tendsto spiralOrbit atTop (𝓝 p) := by
  constructor
  · -- the step length depends on the amplitude only
    have hrot : ∀ z e : Circle, dist (z * e) z = dist (1 * e) 1 := by
      intro z e
      change dist ((z * e : Circle) : ℂ) (z : ℂ) =
        dist ((1 * e : Circle) : ℂ) ((1 : Circle) : ℂ)
      rw [dist_eq_norm, dist_eq_norm, Circle.coe_mul, one_mul, Circle.coe_one,
        ← mul_sub_one, norm_mul, Circle.norm_coe, one_mul]
    have hc : Continuous fun t : Set.Icc (0 : ℝ) 1 =>
        dist (spiral (t, 1)) ((t, 1) : Cylinder) :=
      (spiral_continuous.comp (continuous_id.prodMk continuous_const)).dist
        (continuous_id.prodMk continuous_const)
    have ht : Tendsto (fun n => (spiralOrbit n).1) atTop (𝓝 0) :=
      tendsto_subtype_rng.2 tendsto_one_div_add_atTop_nhds_zero_nat
    have h0 : dist (spiral (0, 1)) ((0, 1) : Cylinder) = 0 := by
      rw [dist_eq_zero]
      refine Prod.ext (Subtype.ext ?_) ?_ <;> simp [spiral]
    refine ((hc.tendsto' 0 0 h0).comp ht).congr fun n => ?_
    rw [spiralOrbit_isOrbit n]
    simp only [Function.comp_apply, Prod.dist_eq]
    exact congrArg₂ max rfl (hrot (spiralOrbit n).2
      (Circle.exp (Real.log (1 + ((spiralOrbit n).1 : ℝ))))).symm
  · rintro ⟨p, hp⟩
    have h2 : Tendsto (fun n => (spiralOrbit n).2) atTop (𝓝 p.2) :=
      (continuous_snd.tendsto p).comp hp
    have hsub : Tendsto (fun n : ℕ => 2 * n + 1) atTop atTop :=
      tendsto_atTop_mono (fun n => by change n ≤ 2 * n + 1; omega) tendsto_id
    -- from `n` to `2n+1` the phase always advances by `log 2`
    have hdouble : ∀ n, (spiralOrbit (2 * n + 1)).2 =
        Circle.exp (Real.log 2) * (spiralOrbit n).2 := by
      intro n
      have hn : (n : ℝ) + 1 ≠ 0 := by positivity
      have e : ((2 * n + 1 : ℕ) : ℝ) + 1 = 2 * ((n : ℝ) + 1) := by
        push_cast
        ring
      change Circle.exp (Real.log (((2 * n + 1 : ℕ) : ℝ) + 1)) =
        Circle.exp (Real.log 2) * Circle.exp (Real.log ((n : ℝ) + 1))
      rw [e, Real.log_mul two_ne_zero hn, Circle.exp_add]
    have heq : p.2 = Circle.exp (Real.log 2) * p.2 :=
      tendsto_nhds_unique (h2.comp hsub)
        ((h2.const_mul _).congr fun n => (hdouble n).symm)
    have h1 : Circle.exp (Real.log 2) = 1 :=
      mul_right_cancel (b := p.2) (by rw [one_mul]; exact heq.symm)
    have hcos : Real.cos (Real.log 2) = 1 := by
      have h := congrArg (fun z : Circle => (z : ℂ).re) h1
      simpa only [Circle.coe_exp, Complex.exp_ofReal_mul_I_re, Circle.coe_one,
        Complex.one_re] using h
    have hl : 0 < Real.log 2 := Real.log_pos one_lt_two
    have hu : Real.log 2 ≤ 2 - 1 := Real.log_le_sub_one_of_pos two_pos
    have hpi := Real.pi_gt_three
    exact hl.ne' ((Real.cos_eq_one_iff_of_lt_of_lt (by linarith) (by linarith)).1 hcos)

end SCFFinitelyManyStates
```

```lean
#print axioms SCFFinitelyManyStates.scf_orbit_converges
#print axioms SCFFinitelyManyStates.linear_mixing_converges
#print axioms SCFFinitelyManyStates.spiralOrbit_diverges
```

```
'SCFFinitelyManyStates.scf_orbit_converges' depends on axioms: [propext, Classical.choice, Quot.sound]
'SCFFinitelyManyStates.linear_mixing_converges' depends on axioms: [propext, Classical.choice, Quot.sound]
'SCFFinitelyManyStates.spiralOrbit_diverges' depends on axioms: [propext, Classical.choice, Quot.sound]
```
